# A memory cutoff destroys the pure-dephasing plateau when the retained correlation integral is nonzero

A bath that makes the transition frequency of a two-level system fluctuate reduces its coherence without exchanging energy with it. If the fluctuations have no component at zero frequency, the loss can stop: the coherence settles at a positive plateau. Path-integral propagation often keeps the bath's memory only up to a time $K$. The question is whether the plateau survives.

For the pure-dephasing model treated here, the answer depends on the integral of the correlation function over the retained interval. If it is positive, the coherence computed with the cutoff decays to zero; if it is negative, the computed coherence grows without bound, which no physical state allows. Agreement at short times therefore does not guarantee the right long-time limit.

## The dephasing factor and its truncation

Let $\xi$ be the frequency fluctuation, stationary and Gaussian with zero mean, and let $C(s)$ be its symmetrised correlation function at time separation $s$. The accumulated phase $\phi(t)=\int_0^t\xi(u)\,du$ has variance

$$\langle\phi(t)^2\rangle=\int_0^t\!\!\int_0^t C(|u-v|)\,du\,dv=2\int_0^t(t-s)C(s)\,ds .$$

Gaussian averaging multiplies the magnitude of the coherence by $e^{-\langle\phi^2\rangle/2}$, which is

$$D[C](t)=\exp\Big(-\int_0^t(t-s)C(s)\,ds\Big).$$

The symbol $C$ often denotes a complex bath correlation function; here it is real, with the coupling strength absorbed. The Lean development starts from this formula as a definition. The step from a bath Hamiltonian and a time-discretised propagation to the formula is left to the physics.

```lean
import Mathlib

open MeasureTheory Filter Set Topology

namespace MemoryCutoff

noncomputable section

/-- The pure-dephasing factor `exp (-∫₀ᵗ (t - s) C(s) ds)` of a bath with real correlation
function `C`. -/
def dephasing (C : ℝ → ℝ) (t : ℝ) : ℝ :=
  Real.exp (-∫ s in (0 : ℝ)..t, (t - s) * C s)
```

The truncated function $C_K$ equals $C(s)$ for $s\le K$ and zero afterwards. Only separations between $0$ and $t$ enter the factor at times $t\ge0$, so the values at negative $s$ play no role.

```lean
/-- The correlation function with its memory cut off: it is set to zero beyond the time `K`. -/
def cutoff (K : ℝ) (C : ℝ → ℝ) (s : ℝ) : ℝ :=
  if s ≤ K then C s else 0
```

A concrete example, used at the end, is $C(s)=(1-s)e^{-s}$, in dimensionless time.

```lean
/-- A model correlation function, `(1 - s) exp (-s)`, which changes sign at `s = 1`. -/
def modelBath (s : ℝ) : ℝ := (1 - s) * Real.exp (-s)
```

## Separating the linear term from the first moment

For any upper limit $K$ on which $C$ is integrable,

$$\int_0^K(t-s)C(s)\,ds=t\int_0^K C(s)\,ds-\int_0^K sC(s)\,ds .$$

The hypothesis `IntervalIntegrable C volume 0 K` says that $C$ is integrable between $0$ and $K$. Since $s$ is continuous on this bounded interval, $sC(s)$ is integrable too, which is `h1`; linearity of the integral gives the rest.

```lean
/-- For `C` integrable on the interval from `0` to `K`, the memory integral splits into `t` times
the integrated correlation minus its first moment. -/
theorem memory_integral_split {C : ℝ → ℝ} {K : ℝ} (hC : IntervalIntegrable C volume 0 K)
    (t : ℝ) : ∫ s in (0 : ℝ)..K, (t - s) * C s =
      t * (∫ s in (0 : ℝ)..K, C s) - ∫ s in (0 : ℝ)..K, s * C s := by
  have h1 : IntervalIntegrable (fun s => s * C s) volume 0 K :=
    hC.continuousOn_mul (by fun_prop)
  rw [← intervalIntegral.integral_const_mul, ← intervalIntegral.integral_sub (hC.const_mul t) h1]
  congr 1
  ext s
  ring
```

## Zero total correlation removes the linear term

Now suppose that $C$ and $sC(s)$ are integrable on $(0,\infty)$ and that $\int_0^\infty C=0$. The last condition says that the noise spectrum vanishes at zero frequency. It turns the integral up to $t$ into minus the tail:

$$t\int_0^t C(s)\,ds=-t\int_t^\infty C(s)\,ds .$$

In the tail $t<s$, so for $t\ge0$

$$\Big|t\int_t^\infty C(s)\,ds\Big|\le\int_t^\infty s|C(s)|\,ds\longrightarrow0 .$$

In the proof, `split` divides an integral at $t$, `e3` is the first display, and `e4` is the bound. The limit `hg` writes the tail of the absolute first moment as the total minus the part up to $t$, and a squeeze finishes the argument.

```lean
/-- If `C` and `s C(s)` are integrable and the total integral of `C` vanishes, then
`t ∫₀ᵗ C(s) ds` tends to zero at long times. -/
theorem linear_term_vanishes {C : ℝ → ℝ} (hC : IntegrableOn C (Ioi 0))
    (hsC : IntegrableOn (fun s => s * C s) (Ioi 0)) (h0 : ∫ s in Ioi (0 : ℝ), C s = 0) :
    Tendsto (fun t : ℝ => t * ∫ s in (0 : ℝ)..t, C s) atTop (𝓝 0) := by
  have split : ∀ f : ℝ → ℝ, IntegrableOn f (Ioi 0) → ∀ t : ℝ, 0 ≤ t →
      (∫ s in (0 : ℝ)..t, f s) + ∫ s in Ioi t, f s = ∫ s in Ioi (0 : ℝ), f s := by
    intro f hf t ht
    rw [intervalIntegral.integral_of_le ht, ← Ioc_union_Ioi_eq_Ioi ht]
    exact (setIntegral_union (Ioc_disjoint_Ioi le_rfl) measurableSet_Ioi
      (hf.mono_set Ioc_subset_Ioi_self) (hf.mono_set (Ioi_subset_Ioi ht))).symm
  have hN : IntegrableOn (fun s => ‖s * C s‖) (Ioi 0) := hsC.norm
  -- the tail of the absolute first moment tends to zero and dominates the linear term
  have hg : Tendsto (fun t : ℝ => (∫ s in Ioi (0 : ℝ), ‖s * C s‖) -
      ∫ s in (0 : ℝ)..t, ‖s * C s‖) atTop (𝓝 0) := by
    have h := (intervalIntegral_tendsto_integral_Ioi 0 hN tendsto_id).const_sub
      (∫ s in Ioi (0 : ℝ), ‖s * C s‖)
    rw [sub_self] at h
    exact h
  refine squeeze_zero_norm' ?_ hg
  filter_upwards [eventually_ge_atTop (0 : ℝ)] with t ht
  have e1 := split C hC t ht
  have e2 := split _ hN t ht
  have e3 : t * (∫ s in (0 : ℝ)..t, C s) = -∫ s in Ioi t, t * C s := by
    rw [integral_const_mul]
    linear_combination t * e1 + t * h0
  have e4 : ‖∫ s in Ioi t, t * C s‖ ≤ ∫ s in Ioi t, ‖s * C s‖ := by
    refine norm_integral_le_of_norm_le (hN.mono_set (Ioi_subset_Ioi ht)) ?_
    refine (ae_restrict_iff' measurableSet_Ioi).2 (Eventually.of_forall fun s hs => ?_)
    have hs' : t < s := hs
    rw [norm_mul, norm_mul, Real.norm_of_nonneg ht, Real.norm_of_nonneg (ht.trans hs'.le)]
    exact mul_le_mul_of_nonneg_right hs'.le (norm_nonneg _)
  rw [e3, norm_neg]
  linarith
```

## Exact up to the cutoff, exponential after it

If $0\le t\le K$, every $s$ in the integral satisfies $s\le K$. There $C_K=C$, and the truncated factor is exact.

```lean
/-- Up to the cutoff time, `0 ≤ t ≤ K`, the truncated memory gives the exact dephasing factor. -/
theorem cutoff_exact_before {C : ℝ → ℝ} {K t : ℝ} (ht : 0 ≤ t) (htK : t ≤ K) :
    dephasing (cutoff K C) t = dephasing C t := by
  unfold dephasing
  congr 2
  refine intervalIntegral.integral_congr fun s hs => ?_
  rw [uIcc_of_le ht] at hs
  simp only [cutoff, if_pos (hs.2.trans htK)]
```

If $0\le K\le t$, the integral stops contributing at $K$. With

$$r=\int_0^K C(s)\,ds,\qquad M_K=\int_0^K sC(s)\,ds,$$

the splitting above gives

$$\int_0^t(t-s)C_K(s)\,ds=rt-M_K,\qquad D[C_K](t)=e^{M_K-rt}.$$

The proof writes the truncated integrand as an indicator function and uses $(0,t]\cap(-\infty,K]=(0,K]$. Nothing is assumed about the total integral of $C$.

```lean
/-- From the cutoff time on, `0 ≤ K ≤ t`, the truncated factor is exactly exponential in time,
with rate `∫₀ᴷ C(s) ds`, for `C` integrable on `[0, K]`. -/
theorem cutoff_exponential_after {C : ℝ → ℝ} {K t : ℝ} (hC : IntervalIntegrable C volume 0 K)
    (hK : 0 ≤ K) (hKt : K ≤ t) : dephasing (cutoff K C) t =
      Real.exp ((∫ s in (0 : ℝ)..K, s * C s) - (∫ s in (0 : ℝ)..K, C s) * t) := by
  have e : (fun s => (t - s) * cutoff K C s) = (Iic K).indicator (fun s => (t - s) * C s) := by
    funext s
    by_cases h : s ≤ K <;> simp [cutoff, h]
  have hset : Ioc 0 t ∩ Iic K = Ioc 0 K := by
    ext s
    simp only [mem_inter_iff, mem_Ioc, mem_Iic]
    exact ⟨fun h => ⟨h.1.1, h.2⟩, fun h => ⟨⟨h.1, h.2.trans hKt⟩, h.2⟩⟩
  -- only times up to the cutoff contribute to the memory integral
  have h : ∫ s in (0 : ℝ)..t, (t - s) * cutoff K C s = ∫ s in (0 : ℝ)..K, (t - s) * C s := by
    rw [e, intervalIntegral.integral_of_le (hK.trans hKt), intervalIntegral.integral_of_le hK,
      setIntegral_indicator measurableSet_Iic, hset]
  rw [dephasing, h, memory_integral_split hC]
  congr 1
  ring
```

The exponent $M_K-rt$ tends to $-\infty$ for $r>0$ and to $+\infty$ for $r<0$. In Lean, `key` states that the exponential formula and the truncated factor agree at all sufficiently late times, so they share their limits.

```lean
/-- For `K ≥ 0` and `C` integrable on `[0, K]`, the truncated factor decays to zero if `∫₀ᴷ C(s) ds`
is positive and grows without bound if it is negative. -/
theorem cutoff_long_time {C : ℝ → ℝ} {K : ℝ} (hC : IntervalIntegrable C volume 0 K)
    (hK : 0 ≤ K) :
    (0 < ∫ s in (0 : ℝ)..K, C s → Tendsto (dephasing (cutoff K C)) atTop (𝓝 0)) ∧
    (∫ s in (0 : ℝ)..K, C s < 0 → Tendsto (dephasing (cutoff K C)) atTop atTop) := by
  have key : (fun t => Real.exp ((∫ s in (0 : ℝ)..K, s * C s) +
      (-∫ s in (0 : ℝ)..K, C s) * t)) =ᶠ[atTop] dephasing (cutoff K C) := by
    filter_upwards [eventually_ge_atTop K] with t ht
    rw [cutoff_exponential_after hC hK ht]
    congr 1
    ring
  constructor
  · intro hr
    exact (Real.tendsto_exp_atBot.comp (tendsto_atBot_add_const_left _ _
      (tendsto_id.const_mul_atTop_of_neg (neg_lt_zero.2 hr)))).congr' key
  · intro hr
    exact (Real.tendsto_exp_atTop.comp (tendsto_atTop_add_const_left _ _
      (tendsto_id.const_mul_atTop (neg_pos.2 hr)))).congr' key
```

## The plateau and its loss

For the full memory, the splitting with upper limit $t$ gives

$$-\int_0^t(t-s)C(s)\,ds=-t\int_0^t C(s)\,ds+\int_0^t sC(s)\,ds\longrightarrow\int_0^\infty sC(s)\,ds .$$

Continuity of the exponential then gives the positive limit $\exp\big(\int_0^\infty sC(s)\,ds\big)$.

The theorem below joins this to the two truncated limits. In its statement `Ioi 0` is the interval $(0,\infty)$, `IntegrableOn` means absolute integrability there, `atTop` stands for $t\to\infty$ when it describes the argument and for divergence to $+\infty$ when it describes the value, and `𝓝` marks a finite limit. Continuity of $C$ is not required. At $K=0$ the retained integral is zero, so neither truncated case applies.

```lean
/-- Let `C` and `s C(s)` be integrable on `(0, ∞)` with `∫ C = 0`, and let `K ≥ 0`. The exact
dephasing factor tends to the positive value `exp (∫ s C(s) ds)`, but with memory cut off at `K`
it tends to zero if `∫₀ᴷ C(s) ds > 0` and to infinity if `∫₀ᴷ C(s) ds < 0`. -/
theorem memory_cutoff_destroys_plateau {C : ℝ → ℝ} {K : ℝ} (hC : IntegrableOn C (Ioi 0))
    (hsC : IntegrableOn (fun s => s * C s) (Ioi 0)) (h0 : ∫ s in Ioi (0 : ℝ), C s = 0)
    (hK : 0 ≤ K) :
    Tendsto (dephasing C) atTop (𝓝 (Real.exp (∫ s in Ioi (0 : ℝ), s * C s))) ∧
    (0 < ∫ s in (0 : ℝ)..K, C s → Tendsto (dephasing (cutoff K C)) atTop (𝓝 0)) ∧
    (∫ s in (0 : ℝ)..K, C s < 0 → Tendsto (dephasing (cutoff K C)) atTop atTop) := by
  have hI : ∀ t : ℝ, 0 ≤ t → IntervalIntegrable C volume 0 t := fun t ht =>
    (intervalIntegrable_iff_integrableOn_Ioc_of_le ht).2 (hC.mono_set Ioc_subset_Ioi_self)
  refine ⟨?_, cutoff_long_time (hI K hK) hK⟩
  -- the linear term dies out and the first moment converges
  have h := ((linear_term_vanishes hC hsC h0).sub
    (intervalIntegral_tendsto_integral_Ioi 0 hsC tendsto_id)).neg
  rw [zero_sub, neg_neg] at h
  refine ((Real.continuous_exp.tendsto _).comp h).congr' ?_
  filter_upwards [eventually_ge_atTop (0 : ℝ)] with t ht
  rw [dephasing, memory_integral_split (hI t ht)]
  rfl
```

Integrability of $C$ with zero total integral is not enough for a plateau. Take

$$C(s)=\frac{1-s^2}{(1+s^2)^2},$$

the form found for an Ohmic bath at zero temperature with an exponential frequency cutoff. Its integral up to $t$ is $t/(1+t^2)$, which tends to zero, and integrating once more gives $\int_0^t(t-s)C(s)\,ds=\tfrac12\ln(1+t^2)$. Hence $D[C](t)=1/\sqrt{1+t^2}$, which decays to zero. Here $sC(s)$ behaves as $-1/s$ at large $s$ and is not integrable.

The tail estimate also handles a nonzero total $c=\int_0^\infty C$, provided that $C$ and $sC(s)$ are integrable. Then $t\int_0^tC-ct=-t\int_t^\infty C\to0$, so

$$e^{ct}D[C](t)\longrightarrow\exp\Big(\int_0^\infty sC(s)\,ds\Big).$$

The exact long-time rate is $c$, and truncation replaces it by $r$. This formula and the Ohmic example are ordinary calculus without a Lean proof here.

## When truncation leaves a plateau

If $r=0$, the truncated factor is constant from $K$ on, with the positive value $e^{M_K}$. If $r\ne0$, it tends to zero or to infinity. A positive finite limit therefore exists exactly when $r=0$. That limit need not be the exact plateau, because $M_K$ can differ from the full first moment.

The Lean proof distinguishes the three signs of $r$. Uniqueness of limits excludes a positive limit when $r>0$, and divergence excludes a finite one when $r<0$.

```lean
/-- For `K ≥ 0` and `C` integrable on `[0, K]`, the truncated factor has a positive finite long-time
limit exactly when `∫₀ᴷ C(s) ds = 0`. -/
theorem cutoff_plateau_iff {C : ℝ → ℝ} {K : ℝ} (hC : IntervalIntegrable C volume 0 K)
    (hK : 0 ≤ K) : (∃ L : ℝ, 0 < L ∧ Tendsto (dephasing (cutoff K C)) atTop (𝓝 L)) ↔
      ∫ s in (0 : ℝ)..K, C s = 0 := by
  constructor
  · rintro ⟨L, hL, h⟩
    rcases lt_trichotomy (∫ s in (0 : ℝ)..K, C s) 0 with hr | hr | hr
    · exact absurd h (not_tendsto_nhds_of_tendsto_atTop ((cutoff_long_time hC hK).2 hr) L)
    · exact hr
    · exact absurd (tendsto_nhds_unique h ((cutoff_long_time hC hK).1 hr)) hL.ne'
  · intro hr
    refine ⟨Real.exp (∫ s in (0 : ℝ)..K, s * C s), Real.exp_pos _,
      tendsto_const_nhds.congr' ?_⟩
    filter_upwards [eventually_ge_atTop K] with t ht
    rw [cutoff_exponential_after hC hK ht, hr, zero_mul, sub_zero]
```

## A bath for which every positive cutoff fails

The example $C(s)=(1-s)e^{-s}$ needs only the moments

$$\int_0^\infty s^n e^{-s}\,ds=n!,\qquad n=0,1,2,\ldots$$

Lean obtains them, together with integrability, from the Gamma integral at $n+1$.

```lean
/-- The function `sⁿ exp (-s)` is integrable on `(0, ∞)` and its integral is `n!`. -/
theorem exponential_moment (n : ℕ) :
    IntegrableOn (fun s : ℝ => s ^ n * Real.exp (-s)) (Ioi 0) ∧
    ∫ s in Ioi (0 : ℝ), s ^ n * Real.exp (-s) = (n.factorial : ℝ) := by
  have hn : (0 : ℝ) < (n : ℝ) + 1 := by positivity
  have e : (fun x : ℝ => Real.exp (-x) * x ^ ((n : ℝ) + 1 - 1)) =
      fun x => x ^ n * Real.exp (-x) := by
    funext x
    rw [add_sub_cancel_right, Real.rpow_natCast, mul_comm]
  constructor
  · rw [← e]
    exact Real.GammaIntegral_convergent hn
  · rw [← e, ← Real.Gamma_eq_integral hn, Real.Gamma_nat_eq_factorial]
```

They give

$$\int_0^\infty C=0!-1!=0,\qquad \int_0^\infty sC(s)\,ds=1!-2!=-1,$$

so the exact factor tends to $e^{-1}$. For the retained integral, $\frac{d}{ds}\big(se^{-s}\big)=(1-s)e^{-s}$, and therefore

$$r=\int_0^K(1-s)e^{-s}\,ds=Ke^{-K}>0\qquad(K>0).$$

Every positive cutoff thus gives complete decay. A longer memory eventually makes the false decay slower without removing it: at $K=10$ the rate is about $4.5\times10^{-4}$, so the coherence falls by a factor $e$ in about 2200 time units. A much shorter run could miss the decay.

In the proof, `e0` and `e1` write $C$ and $sC(s)$ as differences of the moment integrands, `h0` and `h1` evaluate the two integrals, and `hd` supplies the antiderivative $se^{-s}$. The general theorem then gives both limits.

```lean
/-- For the correlation function `(1 - s) exp (-s)` the exact dephasing factor tends to
`exp (-1)`, while every cutoff `K > 0`, however long, makes it decay to zero. -/
theorem modelBath_every_cutoff_fails :
    Tendsto (dephasing modelBath) atTop (𝓝 (Real.exp (-1))) ∧
    ∀ K : ℝ, 0 < K → Tendsto (dephasing (cutoff K modelBath)) atTop (𝓝 0) := by
  have e0 : modelBath = fun s => s ^ 0 * Real.exp (-s) - s ^ 1 * Real.exp (-s) := by
    funext s
    simp only [modelBath]
    ring
  have e1 : (fun s => s * modelBath s) =
      fun s => s ^ 1 * Real.exp (-s) - s ^ 2 * Real.exp (-s) := by
    funext s
    simp only [modelBath]
    ring
  have g := exponential_moment
  have hC : IntegrableOn modelBath (Ioi 0) := by
    rw [e0]
    exact (g 0).1.sub (g 1).1
  have hsC : IntegrableOn (fun s => s * modelBath s) (Ioi 0) := by
    rw [e1]
    exact (g 1).1.sub (g 2).1
  have h0 : ∫ s in Ioi (0 : ℝ), modelBath s = 0 := by
    rw [e0, integral_sub (g 0).1 (g 1).1, (g 0).2, (g 1).2]
    norm_num [Nat.factorial]
  have h1 : ∫ s in Ioi (0 : ℝ), s * modelBath s = -1 := by
    rw [e1, integral_sub (g 1).1 (g 2).1, (g 1).2, (g 2).2]
    norm_num [Nat.factorial]
  constructor
  · have h := (memory_cutoff_destroys_plateau hC hsC h0 le_rfl).1
    rwa [h1] at h
  · intro K hK
    refine (memory_cutoff_destroys_plateau hC hsC h0 hK.le).2.1 ?_
    -- the integral up to the cutoff is `K exp (-K)`
    have hd : ∀ x ∈ uIcc 0 K,
        HasDerivAt (fun s : ℝ => s * Real.exp (-s)) (modelBath x) x := by
      intro x _
      have h : HasDerivAt (fun s : ℝ => s * Real.exp (-s))
          (1 * Real.exp (-x) + x * (Real.exp (-x) * -1)) x :=
        (hasDerivAt_id' x).fun_mul (hasDerivAt_neg x).exp
      refine h.congr_deriv ?_
      simp only [modelBath]
      ring
    rw [intervalIntegral.integral_eq_sub_of_hasDerivAt hd
      ((intervalIntegrable_iff_integrableOn_Ioc_of_le hK.le).2
        (hC.mono_set Ioc_subset_Ioi_self)), zero_mul, sub_zero]
    positivity

end

end MemoryCutoff
```

```lean
#print axioms MemoryCutoff.cutoff_exact_before
-- 'MemoryCutoff.cutoff_exact_before' depends on axioms: [propext, Classical.choice, Quot.sound]
#print axioms MemoryCutoff.memory_cutoff_destroys_plateau
-- 'MemoryCutoff.memory_cutoff_destroys_plateau' depends on axioms: [propext, Classical.choice, Quot.sound]
#print axioms MemoryCutoff.cutoff_plateau_iff
-- 'MemoryCutoff.cutoff_plateau_iff' depends on axioms: [propext, Classical.choice, Quot.sound]
#print axioms MemoryCutoff.modelBath_every_cutoff_fails
-- 'MemoryCutoff.modelBath_every_cutoff_fails' depends on axioms: [propext, Classical.choice, Quot.sound]
```
